# The exact peak shift of a resonance on a constant real background, and its zero at the magic angle for a background proportional to 3cos²θ − 1

Take a resonance amplitude 1/(x + i), where x is the detuning in units of the half-width, and add the real constant 2/3. At x = 0 the squared modulus is 13/9, but at x = 1/2 it is 16/9. The real part of the resonance changes sign at the line centre, so the background adds to it on one side and subtracts on the other, and the peak moves.

For a general half-width g > 0 and a real background η, I believe that |1/(x + ig) + η|² has a unique global maximum at

x = 2ηg² / (1 + √(1 + 4η²g²)),

which is within |η|³g⁴ of the simple estimate ηg². If η = (3cos²θ − 1)/(2D) with D ≠ 0, the shift should vanish exactly when cos²θ = 1/3. Can this be made rigorous, without small-η expansions, and checked by machine?

## Completing the square around the displaced peak

Yes. The whole argument is algebra, and no derivative is needed. Start by putting the amplitude over one denominator:

1/(x + ig) + η = ((1 + ηx) + iηg) / (x + ig).

The squared modulus of the numerator is (1 + ηx)² + η²g² = 1 + 2ηx + η²(x² + g²). Dividing by x² + g² gives the signal

s(x) = η² + (1 + 2ηx)/(x² + g²),

a constant, a Lorentzian and a dispersive term that is odd in x.

Write S = √(1 + 4η²g²) and p = 2ηg²/(1 + S). By definition

p(1 + S) = 2ηg².

Multiplying by 2η gives 2ηp(1 + S) = 4η²g² = S² − 1 = (S − 1)(S + 1), and cancelling the positive factor 1 + S leaves

2ηp = S − 1.

Inserting S = 1 + 2ηp into the first relation gives p(2 + 2ηp) = 2ηg², that is,

ηp² + p = ηg².

This is the condition s′(p) = 0, although the proof uses it only as an algebraic identity.

Next comes the height of the line above η². Set M = (1 + S)/(2g²). The first relation gives Mp = η. It also gives (1 + S)p² = 2ηg²p = g²(S − 1), hence (1 + S)(p² + g²) = 2g²S. Since 1 + 2ηp = S,

(1 + 2ηp)/(p² + g²) = S/(p² + g²) = M.

Now compare with any other detuning. Because Mp = η and Mg² − 1 = (S − 1)/2 = ηp = Mp²,

M(x² + g²) − (1 + 2ηx) = Mx² − 2Mpx + Mp² = M(x − p)².

Division by x² + g² yields the exact loss of signal away from p:

s(p) − s(x) = M(x − p)²/(x² + g²).

The right side is positive for every x ≠ p, so p is the unique global maximum. In the opening example, g = 1 and η = 2/3 give S = 5/3, p = 1/2 and M = 4/3, and the loss at x = 0 is 1/3, as found above.

For the error bounds, S ≥ 1 and |p|(1 + S) = 2|η|g² give |p| ≤ |η|g². The quadratic relation then gives

|p − ηg²| = |η|p² ≤ |η|³g⁴.

Substituting the quadratic relation once more,

p − (ηg² − η³g⁴) = −η(p² − η²g⁴) = −η(p − ηg²)(p + ηg²),

whose magnitude is at most |η| · |η|³g⁴ · 2|η|g² = 2|η|⁵g⁶. The leading correction to ηg² is therefore −η³g⁴, and the coefficient 1 in the cubic bound cannot be lowered.

Finally, suppose that the signal is maximal at x = 0. Uniqueness forces p = 0, the quadratic relation gives ηg² = 0, and so η = 0. Conversely, η = 0 gives p = 0. For η = (3cos²θ − 1)/(2D) with D ≠ 0, the condition η = 0 means cos²θ = 1/3.

Here is the complete Lean file.

```lean
import Mathlib

open Complex

namespace InterferenceLineShift

noncomputable section

/-- Amplitude at detuning `x` of a resonance of half-width `g` on a constant real
background `η`; the domain is `x + i g ≠ 0`. -/
def amplitude (g η x : ℝ) : ℂ := 1 / ((x : ℂ) + (g : ℂ) * I) + (η : ℂ)

/-- The detected signal: the squared modulus of the amplitude, for `x + i g ≠ 0`. -/
def signal (g η x : ℝ) : ℝ := ‖amplitude g η x‖ ^ 2

/-- The closed formula `2 η g² / (1 + √(1 + 4 η² g²))` for the displacement of the line. -/
def peakShift (g η : ℝ) : ℝ := 2 * η * g ^ 2 / (1 + √(1 + 4 * η ^ 2 * g ^ 2))

/-- The background `(3 cos² θ - 1) / (2 D)` at angle `θ`, for a nonzero
separation parameter `D`. -/
def angularBackground (D θ : ℝ) : ℝ := (3 * Real.cos θ ^ 2 - 1) / (2 * D)

/-- The signal is a constant plus a Lorentzian and a dispersive term with common
denominator `x² + g²`. -/
theorem signal_eq {g : ℝ} (hg : 0 < g) (η x : ℝ) :
    signal g η x = η ^ 2 + (1 + 2 * η * x) / (x ^ 2 + g ^ 2) := by
  have hz : (x : ℂ) + (g : ℂ) * I ≠ 0 := by
    intro h
    have him := congrArg Complex.im h
    simp at him
    exact hg.ne' him
  have hd : x ^ 2 + g ^ 2 ≠ 0 := by positivity
  -- bring the amplitude over one denominator
  have hA : amplitude g η x =
      (((1 + η * x : ℝ) : ℂ) + ((η * g : ℝ) : ℂ) * I) / ((x : ℂ) + (g : ℂ) * I) := by
    unfold amplitude
    rw [eq_div_iff hz, add_mul, div_mul_cancel₀ _ hz]
    push_cast
    ring
  unfold signal
  rw [hA, norm_div, div_pow, Complex.sq_norm, Complex.sq_norm,
    Complex.normSq_add_mul_I, Complex.normSq_add_mul_I, div_eq_iff hd, add_mul,
    div_mul_cancel₀ _ hd]
  ring

/-- Two algebraic relations between `peakShift g η` and the square root in its formula. -/
theorem peakShift_relations (g η : ℝ) :
    peakShift g η * (1 + √(1 + 4 * η ^ 2 * g ^ 2)) = 2 * η * g ^ 2 ∧
      2 * η * peakShift g η = √(1 + 4 * η ^ 2 * g ^ 2) - 1 := by
  have hS : √(1 + 4 * η ^ 2 * g ^ 2) ^ 2 = 1 + 4 * η ^ 2 * g ^ 2 :=
    Real.sq_sqrt (by positivity)
  have hne : 1 + √(1 + 4 * η ^ 2 * g ^ 2) ≠ 0 := by positivity
  have h1 : peakShift g η * (1 + √(1 + 4 * η ^ 2 * g ^ 2)) = 2 * η * g ^ 2 :=
    div_mul_cancel₀ _ hne
  refine ⟨h1, mul_left_cancel₀ hne ?_⟩
  linear_combination 2 * η * h1 - hS

/-- The displacement `p` solves the quadratic equation `η p² + p = η g²`. -/
theorem peakShift_quadratic (g η : ℝ) :
    η * peakShift g η ^ 2 + peakShift g η = η * g ^ 2 := by
  obtain ⟨h1, h2⟩ := peakShift_relations g η
  linear_combination peakShift g η / 2 * h2 + h1 / 2

/-- Exact loss of signal at detuning `x` relative to the signal at the displaced position. -/
theorem signal_deficit {g : ℝ} (hg : 0 < g) (η x : ℝ) :
    signal g η (peakShift g η) - signal g η x =
      (1 + √(1 + 4 * η ^ 2 * g ^ 2)) / (2 * g ^ 2) * (x - peakShift g η) ^ 2 /
        (x ^ 2 + g ^ 2) := by
  obtain ⟨h1, h2⟩ := peakShift_relations g η
  rw [signal_eq hg, signal_eq hg]
  generalize peakShift g η = p at *
  generalize √(1 + 4 * η ^ 2 * g ^ 2) = S at *
  have hg2 : 2 * g ^ 2 ≠ 0 := by positivity
  have hp : p ^ 2 + g ^ 2 ≠ 0 := by positivity
  have hd : x ^ 2 + g ^ 2 ≠ 0 := by positivity
  -- the height of the line above `η²`
  have hM : (1 + 2 * η * p) / (p ^ 2 + g ^ 2) = (1 + S) / (2 * g ^ 2) := by
    rw [div_eq_div_iff hp hg2]
    linear_combination g ^ 2 * h2 - p * h1
  have hMg : (1 + S) / (2 * g ^ 2) * (2 * g ^ 2) = 1 + S := div_mul_cancel₀ _ hg2
  have hMp : (1 + S) / (2 * g ^ 2) * p = η := by
    rw [div_mul_eq_mul_div, div_eq_iff hg2]
    linear_combination h1
  rw [hM]
  generalize (1 + S) / (2 * g ^ 2) = M at *
  -- complete the square
  have key : M * (x ^ 2 + g ^ 2) - (1 + 2 * η * x) = M * (x - p) ^ 2 := by
    linear_combination (2 * x - p) * hMp + hMg / 2 - h2 / 2
  rw [← key, sub_div, mul_div_cancel_right₀ _ hd]
  ring

/-- The displacement is at most `|η| g²` in magnitude. -/
theorem abs_peakShift_le (g η : ℝ) : |peakShift g η| ≤ |η| * g ^ 2 := by
  have h1 := (peakShift_relations g η).1
  have hS : 1 ≤ √(1 + 4 * η ^ 2 * g ^ 2) := by
    have h0 : 0 ≤ 4 * η ^ 2 * g ^ 2 := by positivity
    exact (Real.le_sqrt' one_pos).2 (by linarith)
  have hpos : 0 < 1 + √(1 + 4 * η ^ 2 * g ^ 2) := by positivity
  have h := congrArg abs h1
  rw [abs_mul, abs_mul, abs_mul, abs_of_pos hpos, abs_two,
    abs_of_nonneg (sq_nonneg g)] at h
  nlinarith [mul_nonneg (abs_nonneg (peakShift g η)) (sub_nonneg.2 hS)]

/-- The signal has its unique global maximum at `peakShift g η`, and this position
differs from `η g²` by at most `|η|³ g⁴`. -/
theorem interference_peak {g : ℝ} (hg : 0 < g) (η : ℝ) :
    (∀ x, x ≠ peakShift g η → signal g η x < signal g η (peakShift g η)) ∧
      |peakShift g η - η * g ^ 2| ≤ |η| ^ 3 * g ^ 4 := by
  constructor
  · intro x hx
    have hsub : x - peakShift g η ≠ 0 := sub_ne_zero.2 hx
    have hpos : 0 < signal g η (peakShift g η) - signal g η x := by
      rw [signal_deficit hg]
      positivity
    linarith
  · have h : peakShift g η - η * g ^ 2 = -(η * peakShift g η ^ 2) := by
      linear_combination peakShift_quadratic g η
    rw [h, abs_neg, abs_mul, abs_pow]
    calc |η| * |peakShift g η| ^ 2 ≤ |η| * (|η| * g ^ 2) ^ 2 := by
          gcongr
          exact abs_peakShift_le g η
      _ = |η| ^ 3 * g ^ 4 := by ring

/-- For `g > 0`, `peakShift g η` equals `η g² - η³ g⁴` up to an error of at most `2 |η|⁵ g⁶`. -/
theorem peakShift_next_order {g : ℝ} (hg : 0 < g) (η : ℝ) :
    |peakShift g η - (η * g ^ 2 - η ^ 3 * g ^ 4)| ≤ 2 * |η| ^ 5 * g ^ 6 := by
  have h : peakShift g η - (η * g ^ 2 - η ^ 3 * g ^ 4) =
      -(η * (peakShift g η - η * g ^ 2) * (η * g ^ 2 + peakShift g η)) := by
    linear_combination peakShift_quadratic g η
  have hsum : |η * g ^ 2 + peakShift g η| ≤ 2 * |η| * g ^ 2 := by
    have h3 : |η * g ^ 2 + peakShift g η| ≤ |η * g ^ 2| + |peakShift g η| :=
      norm_add_le (η * g ^ 2) (peakShift g η)
    rw [abs_mul η, abs_of_nonneg (sq_nonneg g)] at h3
    linarith [abs_peakShift_le g η]
  rw [h, abs_neg, abs_mul, abs_mul]
  calc |η| * |peakShift g η - η * g ^ 2| * |η * g ^ 2 + peakShift g η|
      ≤ |η| * (|η| ^ 3 * g ^ 4) * (2 * |η| * g ^ 2) := by
        gcongr
        exact (interference_peak hg η).2
    _ = 2 * |η| ^ 5 * g ^ 6 := by ring

/-- With the angular background and `D ≠ 0`, the signal is maximal at zero detuning
exactly when `cos² θ = 1/3`. -/
theorem magic_angle {g D : ℝ} (hg : 0 < g) (hD : D ≠ 0) (θ : ℝ) :
    (∀ x, signal g (angularBackground D θ) x ≤ signal g (angularBackground D θ) 0) ↔
      Real.cos θ ^ 2 = 1 / 3 := by
  have hη : angularBackground D θ = 0 ↔ Real.cos θ ^ 2 = 1 / 3 := by
    unfold angularBackground
    rw [div_eq_zero_iff, or_iff_left (mul_ne_zero two_ne_zero hD)]
    constructor <;> intro h <;> linarith
  rw [← hη]
  generalize angularBackground D θ = η
  constructor
  · intro hmax
    -- uniqueness of the maximum forces the displacement to vanish
    have hp : peakShift g η = 0 := by
      by_contra hne
      exact not_le_of_gt ((interference_peak hg η).1 0 (Ne.symm hne)) (hmax _)
    have hq := peakShift_quadratic g η
    rw [hp] at hq
    have h0 : η * g ^ 2 = 0 := by linarith
    exact (mul_eq_zero.1 h0).resolve_right (pow_ne_zero 2 hg.ne')
  · intro h0 x
    have hp : peakShift g η = 0 := by simp [peakShift, h0]
    by_cases hx : x = 0
    · exact le_of_eq (by rw [hx])
    · have hlt := (interference_peak hg η).1 x (by rw [hp]; exact hx)
      rw [hp] at hlt
      exact hlt.le

end

end InterferenceLineShift
```

```lean
#print axioms InterferenceLineShift.peakShift_next_order
#print axioms InterferenceLineShift.magic_angle
```

```
'InterferenceLineShift.peakShift_next_order' depends on axioms: [propext, Classical.choice, Quot.sound]
'InterferenceLineShift.magic_angle' depends on axioms: [propext, Classical.choice, Quot.sound]
```

## The line, its background and the angle as Lean objects

The real numbers `g`, `η` and `x` are the half-width, the background and the detuning. The function `amplitude` is complex-valued, `signal` is its squared norm, and `peakShift` is the closed formula called p above. With no background, the signal falls to half its maximum at x = ±g, so `g` is half of the full width. Detuning and width share one unit, and η has the inverse unit. The strength of the resonance, the numerator of its amplitude, is scaled to 1, so η is the background amplitude divided by that strength.

The main theorem, `interference_peak`, assumes only `0 < g` and says two things for every real η. At each detuning other than `peakShift g η` the signal is strictly smaller than at `peakShift g η`, and that position differs from ηg² by at most |η|³g⁴. Nothing requires η to be small. The theorem `peakShift_next_order` adds the next term of the expansion with its explicit error.

The theorem `magic_angle` speaks about the signal itself and not just the formula for its peak: zero detuning is a global maximum if and only if cos²θ = 1/3. The hypothesis `D ≠ 0` is needed because Lean sets division by zero to zero, which would remove the background at every angle.

The real constant η stands for the tail of a distant resonance, taken as flat across the observed line and with its own width neglected. D is the separation parameter that sets the size of this tail. The factor 3cos²θ − 1 is a dipole-type angular dependence. In fluorescence, with θ the angle between a linear polarisation and the detection direction, such a factor can appear in the interference term of the detected rate after a sum over final states. The model here puts it in the amplitude instead, so at cos²θ = 1/3 the whole background vanishes and not just its interference with the line. The flat tail and its angular factor are put in by definition: the file doesn't derive them from dipole matrix elements or from a sum over final states. A background that is complex or varies with detuning, Doppler broadening and saturation are also left out.

The result bears on finding transition frequencies in spectroscopy: for a single resonance on a constant real background, reading the line centre off the signal maximum gives an error of exactly `peakShift g η`.

## How the Lean proof follows the algebra

`signal_eq` is the first calculation. It shows that x + ig is nonzero by looking at its imaginary part, puts the amplitude over one denominator in `hA`, and evaluates the two squared moduli with `Complex.normSq_add_mul_I`.

`peakShift_relations` proves the two relations p(1 + S) = 2ηg² and 2ηp = S − 1. The second follows, as by hand, by cancelling 1 + S, with `linear_combination` using the identity S² = 1 + 4η²g². `peakShift_quadratic` combines the two relations into the quadratic one.

`signal_deficit` is the central lemma. Its `generalize` steps replace the formula for p and the square root by plain letters, so that from there on only the two relations are used. The step `hM` is the height of the line, `hMp` is Mp = η, and `key` is the completed square.

In `interference_peak`, the strict maximum comes from rewriting the difference of signals with `signal_deficit` and letting `positivity` confirm its sign. The bound on |p| comes from `abs_peakShift_le`, where `nlinarith` is given the product |p|(S − 1) ≥ 0. The `calc` block inserts this bound into |η|p². `peakShift_next_order` uses the factorisation shown above and bounds its factors in the same way.

`magic_angle` first translates cos²θ = 1/3 into η = 0. In the forward direction, a nonzero displacement would make the signal at zero strictly smaller than at the peak, contradicting the assumed maximum, and `peakShift_quadratic` then yields η = 0. In the reverse direction the displacement is zero, and the main theorem gives the maximum at zero detuning.
